# Summing over photon numbers dresses the one-electron matrix with overlaps of displaced cavity vacua

The theorem `polariton_energy` concerns one electron in finitely many dipole eigenorbitals, each carrying its own displaced vacuum of a single cavity mode. It says that the quadratic form of the one-electron matrix `h` in the `n`-photon components of such a polaritonic orbital, summed over all `n`, converges to the quadratic form of the dressed matrix in the coefficients `C`, where dressing multiplies each element of `h` by the overlap of the two displaced vacua. Neither a Hermitian `h` nor a normalised `C` is assumed; when both hold, the value is the expectation of the one-electron operator `h`, without the photon energy or the coupling term. The proof sums over photon numbers for each pair of orbitals, adds up the pairs to get `key`, and then tries to match `key` to the claim with `convert`.

The first attempt, which Lean rejects:

```lean
import Mathlib

open Matrix Filter Topology

namespace PolaritonicHopping

noncomputable section

/-- The amplitude of the `n`-photon state in a cavity vacuum displaced by the real number `z`. -/
def fockAmp (z : ℝ) (n : ℕ) : ℝ :=
  Real.exp (-z ^ 2 / 2) * z ^ n / √(n.factorial : ℝ)

/-- The overlap of two displaced cavity vacua, summed over all photon numbers. -/
def photonOverlap (z w : ℝ) : ℝ := ∑' n, fockAmp z n * fockAmp w n

/-- The displacement of a cavity mode of frequency `ω` and coupling `lam` for an electron
in an orbital of dipole `d`. -/
def shift (ω lam d : ℝ) : ℝ := lam * d / √(2 * ω)

variable {ι : Type*}

/-- The one-electron matrix `h` in the dipole eigenorbitals, each element multiplied by the
overlap of the photon states attached to its two orbitals. -/
def dressed (ω lam : ℝ) (d : ι → ℝ) (h : Matrix ι ι ℂ) : Matrix ι ι ℂ :=
  fun p q => h p q * (photonOverlap (shift ω lam (d p)) (shift ω lam (d q)) : ℂ)

/-- The `n`-photon component of a polaritonic orbital with coefficients `C`, in which every
dipole eigenorbital carries its own displaced vacuum. -/
def polariton (ω lam : ℝ) (d : ι → ℝ) (C : ι → ℂ) (n : ℕ) : ι → ℂ :=
  fun p => C p * (fockAmp (shift ω lam (d p)) n : ℂ)

/-- The exponential series in `z * w`, weighted by the two Gaussian normalisation factors,
sums to a Gaussian in the difference `z - w`. -/
theorem gaussian_series (z w : ℝ) :
    HasSum (fun n : ℕ => Real.exp (-(z ^ 2 + w ^ 2) / 2) * ((z * w) ^ n / (n.factorial : ℝ)))
      (Real.exp (-(z - w) ^ 2 / 2)) := by
  have hexp : HasSum (fun n : ℕ => (z * w) ^ n / (n.factorial : ℝ)) (Real.exp (z * w)) := by
    rw [Real.exp_eq_exp_ℝ]
    exact NormedSpace.expSeries_div_hasSum_exp (z * w)
  -- combine the exponents into a complete square
  have he : Real.exp (-(z - w) ^ 2 / 2)
      = Real.exp (-(z ^ 2 + w ^ 2) / 2) * Real.exp (z * w) := by
    rw [← Real.exp_add]
    congr 1
    ring
  rw [he]
  exact hexp.mul_left _

/-- The products of the Fock amplitudes of two displaced vacua sum to a Gaussian in the
difference of the displacements. -/
theorem hasSum_fockAmp (z w : ℝ) :
    HasSum (fun n => fockAmp z n * fockAmp w n) (Real.exp (-(z - w) ^ 2 / 2)) := by
  have hf : (fun n => fockAmp z n * fockAmp w n) = fun n : ℕ =>
      Real.exp (-(z ^ 2 + w ^ 2) / 2) * ((z * w) ^ n / (n.factorial : ℝ)) := by
    funext n
    have hs : √(n.factorial : ℝ) * √(n.factorial : ℝ) = (n.factorial : ℝ) :=
      Real.mul_self_sqrt (Nat.cast_nonneg _)
    have he : Real.exp (-(z ^ 2 + w ^ 2) / 2)
        = Real.exp (-z ^ 2 / 2) * Real.exp (-w ^ 2 / 2) := by
      rw [← Real.exp_add]
      congr 1
      ring
    unfold fockAmp
    rw [he, mul_pow, div_mul_div_comm, hs]
    ring
  rw [hf]
  exact gaussian_series z w

/-- The quadratic form of the one-electron matrix `h` in the photon components of a polaritonic
orbital, summed over photon numbers, is the quadratic form of the dressed matrix in the orbital
coefficients. -/
theorem polariton_energy [Fintype ι] (ω lam : ℝ) (d : ι → ℝ) (h : Matrix ι ι ℂ) (C : ι → ℂ) :
    HasSum (fun n => star (polariton ω lam d C n) ⬝ᵥ (h *ᵥ polariton ω lam d C n))
      (star C ⬝ᵥ (dressed ω lam d h *ᵥ C)) := by
  have hpq : ∀ p q, HasSum
      (fun n => ((fockAmp (shift ω lam (d p)) n * fockAmp (shift ω lam (d q)) n : ℝ) : ℂ))
      (photonOverlap (shift ω lam (d p)) (shift ω lam (d q)) : ℂ) := by
    intro p q
    have h0 := (hasSum_fockAmp (shift ω lam (d p)) (shift ω lam (d q))).summable.hasSum
    first
      | exact Complex.hasSum_ofReal.mpr h0
      | exact Complex.ofRealCLM.hasSum h0
  -- sum over photon numbers separately for each pair of orbitals
  have key := hasSum_sum (s := Finset.univ) fun p _ =>
    hasSum_sum (s := Finset.univ) fun q _ => (hpq p q).mul_left (star (C p) * h p q * C q)
  convert key using 1
  · funext n
    simp only [dotProduct, Matrix.mulVec, Pi.star_apply, polariton, Finset.mul_sum]
    refine Finset.sum_congr rfl fun p _ => Finset.sum_congr rfl fun q _ => ?_
    simp only [star_mul', Complex.star_def, Complex.conj_ofReal, Complex.ofReal_mul]
    ring
  · simp only [dotProduct, Matrix.mulVec, Pi.star_apply, dressed, Finset.mul_sum]
    refine Finset.sum_congr rfl fun p _ => Finset.sum_congr rfl fun q _ => ?_
    ring

end

end PolaritonicHopping
```

Messages:

```
Main.lean:87:4: error: Tactic `apply` failed: could not unify the conclusion of `@funext`
  ?f = ?g
with the goal
  Complex.instAddCommMonoid =
    Complex.instNonUnitalCommRing.toNonUnitalNonAssocCommRing.toNonUnitalNonAssocSemiring.toAddCommMonoid

Note: The full type of `@funext` is
  ∀ {α : Sort ?u.79} {β : α → Sort ?u.78} {f g : (x : α) → β x}, (∀ (x : α), f x = g x) → f = g

case e'_3
ι : Type u_1
inst✝ : Fintype ι
ω lam : ℝ
d : ι → ℝ
h : Matrix ι ι ℂ
C : ι → ℂ
hpq :
  ∀ (p q : ι),
    HasSum (fun n => ↑(fockAmp (shift ω lam (d p)) n * fockAmp (shift ω lam (d q)) n))
      ↑(photonOverlap (shift ω lam (d p)) (shift ω lam (d q)))
key :
  HasSum
    (fun b =>
      ∑ i, ∑ i_1, star (C i) * h i i_1 * C i_1 * ↑(fockAmp (shift ω lam (d i)) b * fockAmp (shift ω lam (d i_1)) b))
    (∑ i, ∑ i_1, star (C i) * h i i_1 * C i_1 * ↑(photonOverlap (shift ω lam (d i)) (shift ω lam (d i_1))))
⊢ Complex.instAddCommMonoid =
    Complex.instNonUnitalCommRing.toNonUnitalNonAssocCommRing.toNonUnitalNonAssocSemiring.toAddCommMonoid
Main.lean:93:4: error: Type mismatch
  Finset.sum_congr rfl fun p x => Finset.sum_congr rfl fun q x_1 => ?m.309
has type
  ∑ p ∈ ?m.282, Finset.sum (?m.299 p) (?m.300 p) = ∑ p ∈ ?m.282, Finset.sum (?m.299 p) (?m.304 p)
but is expected to have type
  (fun n => ∑ x, ∑ i, star (polariton ω lam d C n x) * (h x i * polariton ω lam d C n i)) = fun b =>
    ∑ i, ∑ i_1, star (C i) * h i i_1 * C i_1 * ↑(fockAmp (shift ω lam (d i)) b * fockAmp (shift ω lam (d i_1)) b)
Main.lean:74:46: error: unsolved goals
case e'_6
ι : Type u_1
inst✝ : Fintype ι
ω lam : ℝ
d : ι → ℝ
h : Matrix ι ι ℂ
C : ι → ℂ
hpq :
  ∀ (p q : ι),
    HasSum (fun n => ↑(fockAmp (shift ω lam (d p)) n * fockAmp (shift ω lam (d q)) n))
      ↑(photonOverlap (shift ω lam (d p)) (shift ω lam (d q)))
key :
  HasSum
    (fun b =>
      ∑ i, ∑ i_1, star (C i) * h i i_1 * C i_1 * ↑(fockAmp (shift ω lam (d i)) b * fockAmp (shift ω lam (d i_1)) b))
    (∑ i, ∑ i_1, star (C i) * h i i_1 * C i_1 * ↑(photonOverlap (shift ω lam (d i)) (shift ω lam (d i_1))))
⊢ star C ⬝ᵥ dressed ω lam d h *ᵥ C =
    ∑ i, ∑ i_1, star (C i) * h i i_1 * C i_1 * ↑(photonOverlap (shift ω lam (d i)) (shift ω lam (d i_1)))
Main.lean:92:57: warning: This simp argument is unused:
  dressed

Hint: Omit it from the simp argument list.
  [apply] simp only [dotProduct, Matrix.mulVec, Pi.star_apply, Finset.mul_sum]

Note: This linter can be disabled with `set_option linter.unusedSimpArgs false`
```

This version goes through:

```diff
@@ -78,19 +78,24 @@
     intro p q
     have h0 := (hasSum_fockAmp (shift ω lam (d p)) (shift ω lam (d q))).summable.hasSum
-    first
-      | exact Complex.hasSum_ofReal.mpr h0
-      | exact Complex.ofRealCLM.hasSum h0
+    exact Complex.hasSum_ofReal.mpr h0
   -- sum over photon numbers separately for each pair of orbitals
   have key := hasSum_sum (s := Finset.univ) fun p _ =>
     hasSum_sum (s := Finset.univ) fun q _ => (hpq p q).mul_left (star (C p) * h p q * C q)
-  convert key using 1
-  · funext n
+  have hf : (fun n => star (polariton ω lam d C n) ⬝ᵥ (h *ᵥ polariton ω lam d C n))
+      = fun n => ∑ p, ∑ q, star (C p) * h p q * C q *
+        ((fockAmp (shift ω lam (d p)) n * fockAmp (shift ω lam (d q)) n : ℝ) : ℂ) := by
+    funext n
     simp only [dotProduct, Matrix.mulVec, Pi.star_apply, polariton, Finset.mul_sum]
     refine Finset.sum_congr rfl fun p _ => Finset.sum_congr rfl fun q _ => ?_
     simp only [star_mul', Complex.star_def, Complex.conj_ofReal, Complex.ofReal_mul]
     ring
-  · simp only [dotProduct, Matrix.mulVec, Pi.star_apply, dressed, Finset.mul_sum]
+  have hv : star C ⬝ᵥ (dressed ω lam d h *ᵥ C)
+      = ∑ p, ∑ q, star (C p) * h p q * C q *
+        (photonOverlap (shift ω lam (d p)) (shift ω lam (d q)) : ℂ) := by
+    simp only [dotProduct, Matrix.mulVec, Pi.star_apply, dressed, Finset.mul_sum]
     refine Finset.sum_congr rfl fun p _ => Finset.sum_congr rfl fun q _ => ?_
     ring
+  rw [hf, hv]
+  exact key
 
 end
```

Cause. `convert key using 1` leaves three goals, but the proof has bullets for only two. The extra goal, which comes first, asks that two `AddCommMonoid` instances on `ℂ` be equal: the claim uses `Complex.instAddCommMonoid`, while `key` has the one reached through the ring structure.

Every bullet therefore meets the wrong goal. `funext n` is applied to the equality of instances, which is not an equality of functions. The second bullet, meant for the limits, gets the equality of summands, still under `fun n`, so `Finset.sum_congr` does not fit. `dressed` doesn't occur in that goal, hence the unused-argument warning. The equality of limits is left unsolved.

The repair states the two intended equalities as `hf` and `hv`, proves them with the old steps, and rewrites the claim with them. `exact key` then closes the goal, because the two instances agree by definition and Lean checks this itself. Replacing the `first` block by its first alternative is mere tidying.
